# The trace of a translation by n sites on a ring of N spins with s states each is s^gcd(n,N)

A: Take a ring of $N\ge 1$ sites, each with $s$ local states, and let $T_n$ translate every configuration by $n$ sites, without signs or phases. On the complex wavefunctions of these configurations, $\operatorname{tr}T_n=s^{\gcd(n,N)}$ for every natural number $n$.

Q: What are the ring and the local states in the Lean file?

A: The sites are the elements of `ZMod N`, the integers modulo $N$, so the periodic boundary condition is built into their addition. The local states form a type `S`, for instance spin up and spin down.

```lean
import Mathlib

noncomputable section

namespace ManyBodyTranslation

variable {N : ℕ} {S : Type*}
```

A configuration is a function $\sigma$ from sites to local states. Shifting it means reading it $n$ sites further along.

```lean
/-- The configuration of the ring read off `n` sites further along. -/
def shift (n : ℕ) (σ : ZMod N → S) : ZMod N → S := fun x => σ (x + (n : ZMod N))
```

Q: That moves labels around. I want an operator on the Hilbert space.

A: A wavefunction $\psi$ assigns a complex amplitude to each configuration, and the operator is $(T_n\psi)(\sigma)=\psi(\sigma(\cdot+n))$. The arrow `→ₗ[ℂ]` says that it is complex linear.

```lean
/-- The many-body translation by `n` sites, acting on complex wavefunctions of
configurations of a ring of `N` sites with local states `S`. -/
def translation (N : ℕ) (S : Type*) (n : ℕ) :
    ((ZMod N → S) → ℂ) →ₗ[ℂ] ((ZMod N → S) → ℂ) where
  toFun ψ := fun σ => ψ (shift n σ)
  map_add' _ _ := rfl
  map_smul' _ _ := rfl
```

With this convention a state concentrated on one configuration has its pattern moved forward by $n$ sites. The opposite convention would give the same trace. No inner product is specified, because the trace doesn't need one.

Q: So where does the greatest common divisor come from?

A: From counting. Write $e_\sigma$ for the wavefunction that is 1 on $\sigma$ and 0 elsewhere. In this basis

$$\operatorname{tr}T_n=\sum_\sigma (T_ne_\sigma)(\sigma)=\sum_\sigma e_\sigma(\sigma(\cdot+n)).$$

Each term is 1 if the shift fixes $\sigma$ and 0 otherwise, so the trace is the number of fixed configurations.

Now let $g=\gcd(n,N)$ and suppose $\sigma(x+n)=\sigma(x)$ for all $x$. Iterating gives $\sigma(x+kn)=\sigma(x)$ for every natural $k$. By Bézout there are integers $a,b$ with $g=an+bN$, so $g\equiv an \pmod N$, and $a$ may be replaced by a non-negative representative modulo $N$. Hence $\sigma(x+g)=\sigma(x)$. Writing $x=r+gq$ with $0\le r<g$, we get $\sigma(x)=\sigma(r)$: the first $g$ sites determine the rest.

Conversely, choose any pattern on $g$ sites and repeat it. It closes around the ring because $g$ divides $N$, and the shift preserves it because $g$ divides $n$. Different patterns give different configurations, so there are $s^g$ of them. For $N=4$, $n=2$, $s=2$ the fixed configurations are 0000, 1111, 0101 and 1010, which makes $2^2$.

Q: How does Lean express "repeat the pattern"?

A: By reducing the site number modulo $g$. The map `ZMod.castHom` performs this reduction, and it takes the proof that $g$ divides $N$ as an argument.

```lean
/-- The configuration of the full ring obtained by repeating a cell of `gcd(n, N)` sites. -/
def repeatCell (n : ℕ) (τ : ZMod (n.gcd N) → S) : ZMod N → S :=
  fun x => τ (ZMod.castHom (Nat.gcd_dvd_right n N) (ZMod (n.gcd N)) x)
```

Q: Is `translation` really a translation, with the right composition law?

A: Yes: $T_mT_n=T_{m+n}$. Applied to $\psi$ at $\sigma$, both sides evaluate $\psi$ at the configuration $x\mapsto\sigma(x+m+n)$. The trace formula doesn't use this law; it checks the definition.

```lean
/-- Translating by `n` sites and then by `m` sites is the translation by `m + n` sites. -/
theorem translation_comp (m n : ℕ) :
    translation N S m ∘ₗ translation N S n = translation N S (m + n) := by
  refine LinearMap.ext fun ψ => funext fun σ => ?_
  have h : shift n (shift m σ) = shift (m + n) σ := by
    funext x
    have hx : x + (n : ZMod N) + (m : ZMod N) = x + ((m + n : ℕ) : ZMod N) := by
      push_cast
      ring
    exact congrArg σ hx
  exact congrArg ψ h
```

Q: And the trace is the ordinary one?

A: It is Mathlib's `LinearMap.trace`, defined for the linear map itself. The next proof rewrites it as a matrix trace in the basis $e_\sigma$, then compares the two sums term by term. The final case split is the "1 if fixed, 0 otherwise" step.

```lean
/-- The trace of a many-body translation is the number of configurations it leaves fixed. -/
theorem trace_eq_card_fixed [NeZero N] [Fintype S] (n : ℕ) :
    LinearMap.trace ℂ ((ZMod N → S) → ℂ) (translation N S n) =
      (Nat.card {σ : ZMod N → S // shift n σ = σ} : ℂ) := by
  classical
  rw [LinearMap.trace_eq_matrix_trace ℂ (Pi.basisFun ℂ (ZMod N → S)), Matrix.trace,
    Nat.card_eq_fintype_card, Fintype.card_subtype, Finset.card_filter]
  push_cast
  refine Finset.sum_congr rfl fun σ _ => ?_
  -- the diagonal entry compares a configuration with its translate
  rw [Matrix.diag_apply, LinearMap.toMatrix_apply, Pi.basisFun_apply, Pi.basisFun_repr]
  change (Pi.single σ (1 : ℂ) : (ZMod N → S) → ℂ) (shift n σ) = _
  by_cases h : shift n σ = σ <;> simp [h]
```

The assumption `[NeZero N]` says $N\ge1$, and `[Fintype S]` says that there are finitely many local states. Without the first, `ZMod 0` would be the integers, an infinite chain.

Q: Then the iteration and Bézout must appear somewhere.

A: The iteration is an induction on $k$: one more shift by $n$ changes nothing.

```lean
/-- A configuration fixed by the shift by `n` sites has equal local states at sites that
differ by any multiple of `n`. -/
theorem fixed_multiple {n : ℕ} {σ : ZMod N → S} (h : shift n σ = σ) (y : ZMod N) (k : ℕ) :
    σ (y + (n : ZMod N) * (k : ZMod N)) = σ y := by
  induction k with
  | zero => simp
  | succ k ih =>
    have e : y + (n : ZMod N) * ((k + 1 : ℕ) : ZMod N)
        = (y + (n : ZMod N) * (k : ZMod N)) + (n : ZMod N) := by
      push_cast
      ring
    rw [e]
    exact (congrFun h (y + (n : ZMod N) * (k : ZMod N))).trans ih
```

Bézout enters in the characterisation of the fixed configurations. In the forward direction the cell is read off the first $g$ sites. The step `hb` is $g\equiv an$ modulo $N$, with `n.gcdA N` as the coefficient $a$. The step `hdec` writes $x$ as its remainder modulo $g$ plus a multiple of $n$, after which `fixed_multiple` gives $\sigma(r)=\sigma(x)$. The reverse direction uses that $n$ reduces to zero modulo $g$.

```lean
/-- A configuration is fixed by the shift by `n` sites exactly when it is a repeated cell
of `gcd(n, N)` sites. -/
theorem fixed_iff_repeatCell [NeZero N] (n : ℕ) (σ : ZMod N → S) :
    shift n σ = σ ↔ ∃ τ : ZMod (n.gcd N) → S, repeatCell n τ = σ := by
  constructor
  · intro h
    refine ⟨fun y => σ ((y.val : ℕ) : ZMod N), funext fun x => ?_⟩
    have hx : ZMod.castHom (Nat.gcd_dvd_right n N) (ZMod (n.gcd N)) x
        = ((x.val : ℕ) : ZMod (n.gcd N)) := by
      conv_lhs => rw [← ZMod.natCast_zmod_val x]
      rw [map_natCast]
    -- Bézout: modulo N, the gcd is a multiple of n
    have hb : ((n.gcd N : ℕ) : ZMod N) = (n : ZMod N) * ((n.gcdA N : ℤ) : ZMod N) := by
      have hz := congrArg (Int.cast : ℤ → ZMod N) (Nat.gcd_eq_gcd_ab n N)
      simp only [Int.cast_add, Int.cast_mul, Int.cast_natCast, ZMod.natCast_self,
        zero_mul, add_zero] at hz
      exact hz
    -- each site is its position in the cell plus a multiple of n
    have hdec : ((x.val % n.gcd N : ℕ) : ZMod N) + (n : ZMod N) *
        (((((n.gcdA N : ℤ) : ZMod N) * ((x.val / n.gcd N : ℕ) : ZMod N)).val : ℕ) : ZMod N)
        = x := by
      rw [ZMod.natCast_zmod_val, ← mul_assoc, ← hb, ← Nat.cast_mul, ← Nat.cast_add,
        Nat.mod_add_div, ZMod.natCast_zmod_val]
    change σ (((ZMod.castHom (Nat.gcd_dvd_right n N) (ZMod (n.gcd N)) x).val : ℕ) : ZMod N)
      = σ x
    rw [hx, ZMod.val_natCast]
    exact (fixed_multiple h _ _).symm.trans (congrArg σ hdec)
  · rintro ⟨τ, rfl⟩
    funext x
    change τ (ZMod.castHom (Nat.gcd_dvd_right n N) (ZMod (n.gcd N)) (x + (n : ZMod N)))
      = τ (ZMod.castHom (Nat.gcd_dvd_right n N) (ZMod (n.gcd N)) x)
    rw [map_add, map_natCast, (ZMod.natCast_eq_zero_iff _ _).2 (Nat.gcd_dvd_left n N),
      add_zero]
```

Q: That shows every fixed configuration is a repeated cell. Could two cells give the same one?

A: No. Reduction from `ZMod N` to `ZMod (n.gcd N)` is surjective, so each site of the cell occurs somewhere on the ring and its local state can be recovered. The map `f` from cells to fixed configurations is therefore a bijection, and the number of cells is $s^g$.

```lean
/-- With `s` local states, exactly `s ^ gcd(n, N)` configurations are fixed by the shift
by `n` sites. -/
theorem card_fixed [NeZero N] [Fintype S] (n : ℕ) :
    Nat.card {σ : ZMod N → S // shift n σ = σ} = Fintype.card S ^ n.gcd N := by
  have : NeZero (n.gcd N) := ⟨(Nat.gcd_pos_of_pos_right n (NeZero.pos N)).ne'⟩
  let f : (ZMod (n.gcd N) → S) → {σ : ZMod N → S // shift n σ = σ} :=
    fun τ => ⟨repeatCell n τ, (fixed_iff_repeatCell n _).2 ⟨τ, rfl⟩⟩
  have hf : Function.Bijective f := by
    constructor
    · -- every site of the cell occurs in the ring, so the cell can be read off
      intro τ τ' h
      funext y
      obtain ⟨x, rfl⟩ := ZMod.ringHom_surjective
        (ZMod.castHom (Nat.gcd_dvd_right n N) (ZMod (n.gcd N))) y
      exact congrFun (congrArg Subtype.val h) x
    · rintro ⟨σ, hσ⟩
      obtain ⟨τ, hτ⟩ := (fixed_iff_repeatCell n σ).1 hσ
      exact ⟨τ, Subtype.ext hτ⟩
  rw [← Nat.card_congr (Equiv.ofBijective f hf), Nat.card_fun, Nat.card_zmod,
    Nat.card_eq_fintype_card]
```

The main theorem joins the two counts, with `Fintype.card S` playing the role of $s$.

```lean
/-- On a ring of `N ≥ 1` sites with `s` local states, the many-body translation by `n`
sites has trace `s ^ gcd(n, N)`. -/
theorem trace_translation [NeZero N] [Fintype S] (n : ℕ) :
    LinearMap.trace ℂ ((ZMod N → S) → ℂ) (translation N S n) =
      (Fintype.card S : ℂ) ^ n.gcd N := by
  rw [trace_eq_card_fixed, card_fixed, Nat.cast_pow]
```

Q: Give me limits I can check.

A: If $n$ and $N$ are coprime, only the $s$ uniform configurations survive, and the trace is $s$.

```lean
/-- A translation by a number of sites coprime to the length of the ring has trace equal
to the number of local states. -/
theorem trace_translation_of_coprime [NeZero N] [Fintype S] {n : ℕ} (h : n.Coprime N) :
    LinearMap.trace ℂ ((ZMod N → S) → ℂ) (translation N S n) = (Fintype.card S : ℂ) := by
  rw [trace_translation, Nat.Coprime.gcd_eq_one h, pow_one]
```

At the other extreme, the trace equals the full dimension $s^N$ exactly when $N$ divides $n$, provided $s\ge2$. Then $s^g=s^N$ forces $g=N$. With a single local state every trace is 1, so the condition on $s$ is needed.

```lean
/-- With at least two local states, the trace of a translation equals `s ^ N` exactly when
the translation goes a whole number of times around the ring. -/
theorem trace_translation_eq_full_iff [NeZero N] [Fintype S] (hs : 2 ≤ Fintype.card S)
    (n : ℕ) :
    LinearMap.trace ℂ ((ZMod N → S) → ℂ) (translation N S n) = (Fintype.card S : ℂ) ^ N ↔
      N ∣ n := by
  rw [trace_translation]
  constructor
  · intro h
    have h' : Fintype.card S ^ n.gcd N = Fintype.card S ^ N := by exact_mod_cast h
    have hg : n.gcd N = N := Nat.pow_right_injective hs h'
    have hd := Nat.gcd_dvd_left n N
    rwa [hg] at hd
  · intro h
    rw [Nat.gcd_eq_right h]

end ManyBodyTranslation
```

```lean
#print axioms ManyBodyTranslation.translation_comp
-- 'ManyBodyTranslation.translation_comp' depends on axioms: [propext, Classical.choice, Quot.sound]
#print axioms ManyBodyTranslation.trace_translation
-- 'ManyBodyTranslation.trace_translation' depends on axioms: [propext, Classical.choice, Quot.sound]
#print axioms ManyBodyTranslation.trace_translation_of_coprime
-- 'ManyBodyTranslation.trace_translation_of_coprime' depends on axioms: [propext, Classical.choice, Quot.sound]
#print axioms ManyBodyTranslation.trace_translation_eq_full_iff
-- 'ManyBodyTranslation.trace_translation_eq_full_iff' depends on axioms: [propext, Classical.choice, Quot.sound]
```

Q: Does this cover electrons on a ring?

A: Not in general. The operator permutes configurations without signs, which suits spins or other local degrees of freedom whose operators on different sites commute. Moving fermions around the ring can produce exchange signs, and a twisted boundary condition adds phases; either can change the trace. The model is also one-dimensional and finite, and contains no Hamiltonian.

Q: Where would I meet these numbers?

A: In exact diagonalisation of a finite, translation-invariant periodic spin chain. The dimensions of the momentum sectors of its full state space, with no other quantum number such as the magnetisation fixed, follow from these traces by a discrete Fourier sum over $n$, a further step that the theorems above leave to the reader.
